# First order beyond Tamm-Dancoff: a stationary characteristic polynomial and a polarizability slope of $-2\,d^TA^{-1}BA^{-1}d$

The Tamm-Dancoff approximation deletes the two off-diagonal blocks of the Bethe-Salpeter matrix, while a derivative needs a continuous parameter. Here the deleted blocks are therefore multiplied by a real number $t$, with everything else held fixed:

$$H(t)=\begin{pmatrix}A & tB\\ -tB & -A\end{pmatrix}.$$

The real $n\times n$ matrix $A$ acts within the resonant transitions, and $B$ couples them to the antiresonant ones. The value $t=0$ is Tamm-Dancoff and $t=1$ is the full problem. With $d\in\mathbb R^n$ the vector of transition dipoles along one direction, the static polarizability, up to unit and spin prefactors, is

$$\alpha(t)=2\,d^T(A+tB)^{-1}d .$$

Every coefficient of the characteristic polynomial of $H(t)$ has zero derivative at $t=0$. If $A$ is invertible, then

$$\alpha'(0)=-2\,d^TA^{-1}BA^{-1}d,$$

and this is strictly negative if $A$ is also symmetric, $B$ is positive definite and $d\neq0$.

## Comparing Tamm-Dancoff and full runs

For finite real matrices and this one-parameter scaling, a simple excitation energy that varies differentiably has no first-order error from neglecting $B$, whereas the static polarizability generally has one. Close agreement of excitation energies between the two modes of a code is therefore weak evidence that their polarizabilities agree.

The formula for $\alpha$ also lets a code replace the coupled $2n\times2n$ static response problem by one $n\times n$ linear solve.

## From a sign flip to the two derivatives

**The coefficients.** Let $P=\mathrm{diag}(1,-1)$ in block form, so that $P^2=1$. Then

$$P\,H(t)\,P=\begin{pmatrix}A&-tB\\ tB&-A\end{pmatrix}=H(-t).$$

Similar matrices share their characteristic polynomial $p_t(\lambda)=\sum_k c_k(t)\lambda^k$, so $c_k(-t)=c_k(t)$. The entries of $H(t)$ are affine in $t$, so each $c_k$ is a polynomial in $t$. Differentiating the even function at zero gives $-c_k'(0)=c_k'(0)$, hence $c_k'(0)=0$.

**A simple excitation energy.** Let $\omega(t)$ be differentiable at $0$ with $p_t(\omega(t))=0$ near $t=0$. Differentiation gives

$$\sum_k c_k'(0)\,\omega(0)^k+p_0'(\omega(0))\,\omega'(0)=0 .$$

The sum vanishes. At a simple root $p_0'(\omega(0))\neq0$, so $\omega'(0)=0$.

Simplicity matters: stationary coefficients do not by themselves make every eigenvalue stationary. Take $A=\mathrm{diag}(1,-1)$ and let $B$ have zero diagonal and off-diagonal entries $b\neq0$. The characteristic polynomial is $((\lambda-1)^2+t^2b^2)((\lambda+1)^2+t^2b^2)$, which is even in $t$, yet the double root $1$ splits linearly into $1\pm itb$. This is an algebraic example, not a stable physical system: the eigenvalue $-1$ of $A$ is a negative Tamm-Dancoff excitation energy. If $A$ is symmetric and positive definite, even a degenerate excitation energy has no first-order shift, because its eigenvectors at $t=0$ all lie in the resonant block, and the perturbation has no matrix elements within that block.

**The polarizability.** The static amplitudes $X$ and $Y$ satisfy

$$AX+tBY=d,\qquad tBX+AY=d .$$

Adding the equations gives $(A+tB)(X+Y)=2d$, so $d^TX+d^TY=\alpha(t)$ whenever $A+tB$ is invertible. Writing $tB=(A+tB)-A$ gives

$$(A+tB)^{-1}(tB)A^{-1}=A^{-1}-(A+tB)^{-1},$$

and therefore

$$\alpha(t)-\alpha(0)=-2t\,d^T(A+tB)^{-1}BA^{-1}d .$$

Since $\det A\neq0$, the determinant of $A+tB$ stays nonzero near $t=0$, and the inverse, adjugate over determinant, is continuous there. Dividing by $t$ and letting $t\to0$ gives the stated slope.

**Its sign.** Put $x=A^{-1}d$. Since $Ax=d\neq0$, also $x\neq0$. Symmetry of $A$ gives $d^TA^{-1}=x^T$, so $\alpha'(0)=-2\,x^TBx<0$.

For a single transition, with $A=a$ and $B=b$, the eigenvalues satisfy $\omega^2=a^2-t^2b^2$, while $\alpha=2d^2/(a+tb)$ has slope $-2d^2b/a^2$.

## The Lean file

```lean
import Mathlib

open Matrix Topology
open scoped Polynomial

namespace TammDancoffFirstOrder

noncomputable section

variable {n : Type*} [Fintype n] [DecidableEq n]

/-- The Bethe-Salpeter matrix with its resonant-antiresonant coupling `B` scaled by `t`. -/
def bseMatrix (A B : Matrix n n ℝ) (t : ℝ) : Matrix (n ⊕ n) (n ⊕ n) ℝ :=
  fromBlocks A (t • B) (-(t • B)) (-A)

/-- The static polarizability at coupling strength `t`, up to unit and spin prefactors, where `d`
lists the transition dipoles along one spatial direction. -/
def polarizability (A B : Matrix n n ℝ) (d : n → ℝ) (t : ℝ) : ℝ :=
  2 * (d ⬝ᵥ ((A + t • B)⁻¹ *ᵥ d))

/-- Reversing the sign of the coupling leaves the characteristic polynomial unchanged. -/
theorem charpoly_even (A B : Matrix n n ℝ) (t : ℝ) :
    (bseMatrix A B (-t)).charpoly = (bseMatrix A B t).charpoly := by
  -- Flip the sign of the antiresonant amplitudes.
  let P : Matrix (n ⊕ n) (n ⊕ n) ℝ := fromBlocks 1 0 0 (-1)
  have hP : P * P = 1 := by simp [P, fromBlocks_multiply]
  have hH : bseMatrix A B (-t) = P * (bseMatrix A B t * P) := by
    simp [P, bseMatrix, fromBlocks_multiply]
  rw [hH, Matrix.charpoly_mul_comm, Matrix.mul_assoc, hP, Matrix.mul_one]

/-- Each coefficient of the characteristic polynomial is a polynomial in the coupling strength. -/
theorem coeff_polynomial (A B : Matrix n n ℝ) (k : ℕ) :
    ∃ p : ℝ[X], ∀ t, (bseMatrix A B t).charpoly.coeff k = p.eval t := by
  let N : Matrix (n ⊕ n) (n ⊕ n) ℝ[X] := Matrix.of fun i j =>
    Polynomial.C (bseMatrix A B 0 i j) +
      Polynomial.X * Polynomial.C (bseMatrix A B 1 i j - bseMatrix A B 0 i j)
  refine ⟨N.charpoly.coeff k, fun t => ?_⟩
  have hN : N.map (Polynomial.evalRingHom t) = bseMatrix A B t := by
    ext i j
    rcases i with i | i <;> rcases j with j | j <;> simp [N, bseMatrix] <;> ring
  rw [← hN, Matrix.charpoly_map, Polynomial.coeff_map, Polynomial.coe_evalRingHom]

/-- Every coefficient of the characteristic polynomial has zero derivative in the coupling
strength at the Tamm-Dancoff point `t = 0`. -/
theorem coeff_stationary (A B : Matrix n n ℝ) (k : ℕ) :
    HasDerivAt (fun t => (bseMatrix A B t).charpoly.coeff k) 0 0 := by
  obtain ⟨p, hp⟩ := coeff_polynomial A B k
  have h1 : HasDerivAt (fun t => p.eval t) (p.derivative.eval 0) 0 := p.hasDerivAt 0
  have heven : ∀ t, p.eval (-t) = p.eval t := fun t => by
    rw [← hp, ← hp, charpoly_even]
  have h2 : HasDerivAt (fun t => p.eval (-t)) (-(p.derivative.eval 0)) 0 := by
    have h := (p.hasDerivAt (-0)).comp (0 : ℝ) (hasDerivAt_neg (0 : ℝ))
    simpa [Function.comp_def] using h
  simp only [heven] at h2
  -- The derivative equals its own negative.
  have h3 := h1.unique h2
  have h4 : p.derivative.eval 0 = 0 := by linarith
  rw [h4] at h1
  simp only [hp]
  exact h1

/-- A differentiable branch of excitation energies that starts from a simple Tamm-Dancoff
root has no first-order shift in the coupling strength. -/
theorem excitation_energy_stationary (A B : Matrix n n ℝ) {ω : ℝ → ℝ} {ω' : ℝ}
    (hω : HasDerivAt ω ω' 0)
    (hroot : ∀ᶠ t in 𝓝 (0 : ℝ), (bseMatrix A B t).charpoly.eval (ω t) = 0)
    (hsimple : (bseMatrix A B 0).charpoly.derivative.eval (ω 0) ≠ 0) : ω' = 0 := by
  have hev : ∀ t x, (bseMatrix A B t).charpoly.eval x =
      ∑ k ∈ Finset.range (Fintype.card (n ⊕ n) + 1),
        (bseMatrix A B t).charpoly.coeff k * x ^ k := fun t x =>
    Polynomial.eval_eq_sum_range' (by rw [Matrix.charpoly_natDegree_eq_dim]; omega) x
  have h1 := ((bseMatrix A B 0).charpoly.hasDerivAt (ω 0)).comp 0 hω
  -- The change of the coefficients contributes nothing at first order.
  have hk : ∀ k ∈ Finset.range (Fintype.card (n ⊕ n) + 1),
      HasDerivAt (fun t => ((bseMatrix A B t).charpoly.coeff k -
        (bseMatrix A B 0).charpoly.coeff k) * ω t ^ k) 0 0 := by
    intro k _
    have h := ((coeff_stationary A B k).sub_const
      ((bseMatrix A B 0).charpoly.coeff k)).fun_mul (hω.fun_pow k)
    exact h.congr_deriv (by simp)
  have h2 := (HasDerivAt.fun_sum hk).congr_deriv Finset.sum_const_zero
  have h3 : HasDerivAt (fun t => (bseMatrix A B t).charpoly.eval (ω t))
      ((bseMatrix A B 0).charpoly.derivative.eval (ω 0) * ω') 0 := by
    refine ((h1.add h2).congr_deriv (add_zero _)).congr_of_eventuallyEq
      (Filter.Eventually.of_forall fun t => ?_)
    change (bseMatrix A B t).charpoly.eval (ω t) = (bseMatrix A B 0).charpoly.eval (ω t) +
      ∑ k ∈ Finset.range (Fintype.card (n ⊕ n) + 1), ((bseMatrix A B t).charpoly.coeff k -
        (bseMatrix A B 0).charpoly.coeff k) * ω t ^ k
    rw [hev t, hev 0, ← Finset.sum_add_distrib]
    exact Finset.sum_congr rfl fun k _ => by ring
  have h4 : HasDerivAt (fun t => (bseMatrix A B t).charpoly.eval (ω t)) 0 0 :=
    (hasDerivAt_const (0 : ℝ) (0 : ℝ)).congr_of_eventuallyEq hroot
  exact (mul_eq_zero.mp (h3.unique h4)).resolve_left hsimple

/-- If `A + t • B` is invertible, the dipole response of any solution `(X, Y)` of the coupled static
equations is the polarizability. -/
theorem response_eq_polarizability (A B : Matrix n n ℝ) (d X Y : n → ℝ) (t : ℝ)
    (h : IsUnit (A + t • B).det) (hX : A *ᵥ X + (t • B) *ᵥ Y = d)
    (hY : (t • B) *ᵥ X + A *ᵥ Y = d) :
    d ⬝ᵥ X + d ⬝ᵥ Y = polarizability A B d t := by
  have hs : (A + t • B) *ᵥ (X + Y) = (2 : ℝ) • d := by
    calc (A + t • B) *ᵥ (X + Y)
        = (A *ᵥ X + (t • B) *ᵥ Y) + ((t • B) *ᵥ X + A *ᵥ Y) := by
          rw [Matrix.add_mulVec, Matrix.mulVec_add, Matrix.mulVec_add]; abel
      _ = (2 : ℝ) • d := by rw [hX, hY, two_smul]
  have hxy : X + Y = (2 : ℝ) • ((A + t • B)⁻¹ *ᵥ d) := by
    rw [← Matrix.mulVec_smul, ← hs, Matrix.mulVec_mulVec, Matrix.nonsing_inv_mul _ h,
      Matrix.one_mulVec]
  rw [polarizability, ← dotProduct_add, hxy, dotProduct_smul, smul_eq_mul]

/-- The exact change of the polarizability when the coupling is switched on to strength `t`. -/
theorem polarizability_sub (A B : Matrix n n ℝ) (d : n → ℝ) (t : ℝ)
    (hA : IsUnit A.det) (ht : IsUnit (A + t • B).det) :
    polarizability A B d t - polarizability A B d 0 =
      t * (-2 * (d ⬝ᵥ ((A + t • B)⁻¹ *ᵥ (B *ᵥ (A⁻¹ *ᵥ d))))) := by
  -- The resolvent identity.
  have h1 : (A + t • B)⁻¹ * (t • B) * A⁻¹ = A⁻¹ - (A + t • B)⁻¹ := by
    calc (A + t • B)⁻¹ * (t • B) * A⁻¹
        = (A + t • B)⁻¹ * ((A + t • B) - A) * A⁻¹ := by rw [add_sub_cancel_left]
      _ = (A + t • B)⁻¹ * (A + t • B) * A⁻¹ - (A + t • B)⁻¹ * (A * A⁻¹) := by
          rw [Matrix.mul_sub, Matrix.sub_mul, Matrix.mul_assoc _ A]
      _ = A⁻¹ - (A + t • B)⁻¹ := by
          rw [Matrix.nonsing_inv_mul _ ht, Matrix.mul_nonsing_inv _ hA, Matrix.one_mul,
            Matrix.mul_one]
  have h2 : t * (d ⬝ᵥ ((A + t • B)⁻¹ *ᵥ (B *ᵥ (A⁻¹ *ᵥ d)))) =
      d ⬝ᵥ (A⁻¹ *ᵥ d) - d ⬝ᵥ ((A + t • B)⁻¹ *ᵥ d) := by
    rw [← dotProduct_sub, ← Matrix.sub_mulVec, ← h1, Matrix.mul_smul, Matrix.smul_mul,
      Matrix.smul_mulVec, dotProduct_smul, smul_eq_mul]
    simp only [Matrix.mulVec_mulVec, Matrix.mul_assoc]
  simp only [polarizability, zero_smul, add_zero]
  linear_combination 2 * h2

/-- The first-order change of the polarizability at the Tamm-Dancoff point. -/
theorem polarizability_hasDerivAt (A B : Matrix n n ℝ) (d : n → ℝ) (hA : IsUnit A.det) :
    HasDerivAt (polarizability A B d) (-2 * (d ⬝ᵥ (A⁻¹ *ᵥ (B *ᵥ (A⁻¹ *ᵥ d))))) 0 := by
  have hM : Continuous fun t : ℝ => A + t • B :=
    continuous_const.add (continuous_id.smul continuous_const)
  have hdet : Continuous fun t : ℝ => (A + t • B).det := hM.matrix_det
  have h0 : (A + (0 : ℝ) • B).det ≠ 0 := by simpa using hA.ne_zero
  -- By Cramer's rule the inverse is continuous near the invertible matrix `A`.
  have hcont : ∀ v : n → ℝ,
      ContinuousAt (fun t : ℝ => d ⬝ᵥ ((A + t • B)⁻¹ *ᵥ v)) 0 := by
    intro v
    have hinv : ∀ t : ℝ, d ⬝ᵥ ((A + t • B)⁻¹ *ᵥ v) =
        ((A + t • B).det)⁻¹ * (d ⬝ᵥ ((A + t • B).adjugate *ᵥ v)) := fun t => by
      rw [Matrix.inv_def, Ring.inverse_eq_inv', Matrix.smul_mulVec, dotProduct_smul,
        smul_eq_mul]
    have hadj : Continuous fun t : ℝ => d ⬝ᵥ ((A + t • B).adjugate *ᵥ v) := by
      simp only [dotProduct, Matrix.mulVec]
      exact continuous_finsetSum _ fun i _ => continuous_const.mul
        (continuous_finsetSum _ fun j _ =>
          (hM.matrix_adjugate.matrix_elem i j).mul continuous_const)
    simp only [hinv]
    exact (hdet.continuousAt.inv₀ h0).mul hadj.continuousAt
  have hlim := (hcont (B *ᵥ (A⁻¹ *ᵥ d))).tendsto.const_mul (-2 : ℝ)
  simp only [zero_smul, add_zero] at hlim
  rw [hasDerivAt_iff_tendsto_slope_zero]
  refine (hlim.mono_left nhdsWithin_le_nhds).congr' ?_
  filter_upwards [self_mem_nhdsWithin,
    nhdsWithin_le_nhds (hdet.continuousAt.eventually_ne h0)] with t ht hu
  have ht0 : t ≠ 0 := ht
  rw [zero_add, polarizability_sub A B d t hA (isUnit_iff_ne_zero.mpr hu), smul_eq_mul,
    inv_mul_cancel_left₀ ht0]

/-- At the Tamm-Dancoff point the characteristic polynomial is stationary in the coupling strength.
If `A` is symmetric and invertible, `B` is positive definite and `d` is nonzero, the polarizability
has a strictly negative derivative there. -/
theorem spectrum_stationary_polarizability_not (A B : Matrix n n ℝ) (d : n → ℝ)
    (hS : A.IsSymm) (hA : IsUnit A.det) (hB : ∀ x : n → ℝ, x ≠ 0 → 0 < x ⬝ᵥ (B *ᵥ x))
    (hd : d ≠ 0) :
    (∀ k, HasDerivAt (fun t => (bseMatrix A B t).charpoly.coeff k) 0 0) ∧
    HasDerivAt (polarizability A B d) (-2 * (d ⬝ᵥ (A⁻¹ *ᵥ (B *ᵥ (A⁻¹ *ᵥ d))))) 0 ∧
    -2 * (d ⬝ᵥ (A⁻¹ *ᵥ (B *ᵥ (A⁻¹ *ᵥ d)))) < 0 := by
  refine ⟨coeff_stationary A B, polarizability_hasDerivAt A B d hA, ?_⟩
  have hx : A⁻¹ *ᵥ d ≠ 0 := by
    intro h
    apply hd
    have h' : A *ᵥ (A⁻¹ *ᵥ d) = d := by
      rw [Matrix.mulVec_mulVec, Matrix.mul_nonsing_inv _ hA, Matrix.one_mulVec]
    rw [← h', h, Matrix.mulVec_zero]
  -- Symmetry of `A` moves one inverse onto the left dipole vector.
  have hsymm : d ⬝ᵥ (A⁻¹ *ᵥ (B *ᵥ (A⁻¹ *ᵥ d))) =
      (A⁻¹ *ᵥ d) ⬝ᵥ (B *ᵥ (A⁻¹ *ᵥ d)) := by
    rw [Matrix.dotProduct_mulVec d A⁻¹, ← Matrix.mulVec_transpose,
      Matrix.transpose_nonsing_inv, hS.eq]
  rw [hsymm]
  linarith [hB _ hx]

end

end TammDancoffFirstOrder
```

```lean
#print axioms TammDancoffFirstOrder.excitation_energy_stationary
#print axioms TammDancoffFirstOrder.response_eq_polarizability
#print axioms TammDancoffFirstOrder.spectrum_stationary_polarizability_not
```

```
'TammDancoffFirstOrder.excitation_energy_stationary' depends on axioms: [propext, Classical.choice, Quot.sound]
'TammDancoffFirstOrder.response_eq_polarizability' depends on axioms: [propext, Classical.choice, Quot.sound]
'TammDancoffFirstOrder.spectrum_stationary_polarizability_not' depends on axioms: [propext, Classical.choice, Quot.sound]
```

## Scope of the theorems and how they are proved

`bseMatrix A B t` is $H(t)$; its index type `n ⊕ n` holds the resonant and antiresonant transitions. `polarizability A B d t` is $\alpha(t)$, and `IsUnit A.det` says that $A$ is invertible. `HasDerivAt f f' 0` states that $f$ is differentiable at zero with derivative $f'$.

The final theorem, `spectrum_stationary_polarizability_not`, combines the stationary coefficients, the polarizability slope and its strict negativity. The word "spectrum" in its name refers to the coefficients of the characteristic polynomial, not to each eigenvalue separately. Its hypothesis `hB` says $x^TBx>0$ for every nonzero $x$, without requiring $B$ to be symmetric. This positivity is assumed, not derived from an electron-hole kernel, and a given material may violate it.

The proofs follow the derivation:

- `charpoly_even` writes $H(-t)$ as a product with $P$ on both sides and moves one factor around with `Matrix.charpoly_mul_comm`.
- `coeff_polynomial` builds a matrix with polynomial entries whose evaluation at $t$ is $H(t)$. `coeff_stationary` then compares two derivatives of the same even function.
- `excitation_energy_stationary` splits $p_t(\omega(t))$ into $p_0(\omega(t))$ plus the change of the coefficients, which contributes nothing at first order. It assumes the differentiable branch and does not construct it.
- `response_eq_polarizability` adds the two static equations, linking the definition of $\alpha$ to the response amplitudes.
- `polarizability_sub` proves the exact difference formula for invertible $A$ and $A+tB$, and `polarizability_hasDerivAt` takes the limit of the difference quotient, using Cramer's rule for continuity.
- The final theorem uses `hsymm` to move one inverse onto the left dipole vector, then applies `hB`.

The setting is real, finite-dimensional and, for the polarizability, static. The derivatives are local to $t=0$: they give no error bound at $t=1$, and they do not ensure that the full problem has real excitation energies.
